# Nondegenerate levels of a real symmetric circulant Hamiltonian occur only at k = 0 and k = π

## States on a ring and their symmetries

A particle without spin lives on a ring of $N\ge 1$ sites, with one orbital per site. Its state is a list of complex amplitudes $v_i$, and its Hamiltonian is a real $N\times N$ matrix $H_{ij}$. Site indices are taken modulo $N$. A Bloch state with wave number $k$ has $v_j = e^{ikj}v_0$, so moving one site onward multiplies it by $z=e^{ik}$.

```lean
import Mathlib

open ComplexConjugate Module

namespace BlochTimeReversal

noncomputable section

variable {N : ℕ} [NeZero N]
```

The file loads the Mathlib library and fixes the number of sites `N`. The condition `[NeZero N]` says $N\neq 0$. The sites will be elements of `ZMod N`, the integers modulo $N$, whose arithmetic supplies the periodic boundary condition.

```lean
/-- The complex eigenspace at energy `E` of a real Hamiltonian on a ring of `N` sites. -/
def level (H : Matrix (ZMod N) (ZMod N) ℝ) (E : ℂ) : Submodule ℂ (ZMod N → ℂ) :=
  Module.End.eigenspace (Matrix.toLin' (H.map (fun x : ℝ => (x : ℂ)))) E
```

`level H E` is the set of all solutions of $Hv=Ev$, including $v=0$. The type `ZMod N → ℂ` is the space of amplitude lists, and `H.map` turns the real entries of $H$ into complex numbers so that the matrix can act on them. The energy $E$ may be any complex number; if it is not an eigenvalue, the level contains only the zero vector.

```lean
/-- Translation of a state by one lattice site. -/
def translate (v : ZMod N → ℂ) : ZMod N → ℂ := fun i => v (i + 1)
```

This is the translation $(\tau v)_i = v_{i+1}$. With this sign convention, $\tau v = e^{ik}v$ for the Bloch state above.

```lean
/-- Time reversal of a spinless state: complex conjugation of its site amplitudes. -/
def timeReverse (v : ZMod N → ℂ) : ZMod N → ℂ := fun i => conj (v i)
```

Time reversal is $(\Theta v)_i=\overline{v_i}$; `conj` is complex conjugation. Since $\Theta^2=+1$, this is not the setting of Kramers' theorem, and time reversal alone forces no degeneracy. The degeneracy found below comes from time reversal together with translation.

## Time reversal and real energies

```lean
/-- The stationary Schrödinger equation written site by site. -/
theorem mem_level {H : Matrix (ZMod N) (ZMod N) ℝ} {E : ℂ} {v : ZMod N → ℂ} :
    v ∈ level H E ↔ ∀ i, ∑ j, (H i j : ℂ) * v j = E * v i := by
  simp only [level, Module.End.mem_eigenspace_iff, Matrix.toLin'_apply, funext_iff,
    Matrix.mulVec, dotProduct, Matrix.map_apply, Pi.smul_apply, smul_eq_mul]
```

In a Lean theorem, the assumptions stand before the last main colon and the conclusion after it; those in curly braces are inferred from context. This one says that $v$ belongs to the level exactly when
$$\sum_j H_{ij}v_j = E\,v_i\quad\text{for every } i.$$
The proof unfolds the definitions.

```lean
/-- For a real Hamiltonian, time reversal maps the level at `E` into the level at `conj E`. -/
theorem timeReverse_mem {H : Matrix (ZMod N) (ZMod N) ℝ} {E : ℂ} {v : ZMod N → ℂ}
    (hv : v ∈ level H E) : timeReverse v ∈ level H (conj E) := by
  refine mem_level.2 fun i => ?_
  have h := congrArg (starRingEnd ℂ) (mem_level.1 hv i)
  simpa only [timeReverse, map_sum, map_mul, Complex.conj_ofReal] using h
```

Conjugate the Schrödinger equation. Because $H_{ij}$ is real,
$$\sum_j H_{ij}\overline{v_j}=\overline{E}\,\overline{v_i},$$
so $\Theta v$ solves the equation at $\overline E$. In the proof, `congrArg` applies conjugation to both sides, and `simpa` moves it inside the sum and the products.

```lean
/-- An eigenvalue of a real symmetric Hamiltonian is real. -/
theorem energy_real {H : Matrix (ZMod N) (ZMod N) ℝ} (hH : H.IsSymm) {E : ℂ}
    {v : ZMod N → ℂ} (hv : v ∈ level H E) (hne : v ≠ 0) : conj E = E := by
  have h := mem_level.1 hv
  have hc : ∀ i, ∑ j, (H i j : ℂ) * conj (v j) = conj E * conj (v i) :=
    mem_level.1 (timeReverse_mem hv)
  -- evaluate the expectation value of `H` in two ways
  have key : ∑ i, conj (v i) * (E * v i) = ∑ i, (conj E * conj (v i)) * v i := by
    simp_rw [← h, ← hc, Finset.mul_sum, Finset.sum_mul]
    rw [Finset.sum_comm]
    refine Finset.sum_congr rfl fun i _ => Finset.sum_congr rfl fun j _ => ?_
    rw [hH.apply i j]
    ring
  -- the squared norm of the state does not vanish
  have hn : ∑ i, conj (v i) * v i ≠ 0 := by
    intro h0
    apply hne
    funext i
    have h1 : ((∑ i, Complex.normSq (v i) : ℝ) : ℂ) = 0 := by
      rw [Complex.ofReal_sum]
      exact (Finset.sum_congr rfl fun i _ => Complex.normSq_eq_conj_mul_self).trans h0
    have h2 := Complex.ofReal_eq_zero.1 h1
    exact Complex.normSq_eq_zero.1 ((Finset.sum_eq_zero_iff_of_nonneg
      fun i _ => Complex.normSq_nonneg (v i)).1 h2 i (Finset.mem_univ i))
  apply mul_right_cancel₀ hn
  rw [Finset.mul_sum, Finset.mul_sum]
  refine Eq.trans (Finset.sum_congr rfl fun i _ => ?_)
    (key.symm.trans (Finset.sum_congr rfl fun i _ => ?_)) <;> ring
```

Here `hH : H.IsSymm` is the assumption $H_{ij}=H_{ji}$. Evaluate the unnormalised expectation value of $H$ in two ways:
$$E\sum_i|v_i|^2=\sum_{i,j}\overline{v_i}H_{ij}v_j=\sum_j\Big(\sum_i H_{ji}\overline{v_i}\Big)v_j=\overline E\sum_j|v_j|^2 .$$
The middle step uses symmetry, and the last one uses the conjugated equation. Since $v\neq0$, the squared norm is not zero and can be cancelled, leaving $E=\overline E$. In Lean, `key` is the equality of the two evaluations, `hn` says that the norm does not vanish, and `mul_right_cancel₀` cancels it.

## A non-real Bloch phase forces degeneracy

```lean
omit [NeZero N] in
/-- In a one-dimensional space of states every state is a multiple of a given nonzero one. -/
theorem proportional {S : Submodule ℂ (ZMod N → ℂ)} (h : finrank ℂ S = 1)
    {v w : ZMod N → ℂ} (hv : v ∈ S) (hne : v ≠ 0) (hw : w ∈ S) : ∃ c : ℂ, c • v = w := by
  obtain ⟨c, hc⟩ := (finrank_eq_one_iff_of_nonzero' (⟨v, hv⟩ : S)
    (fun h0 => hne (congrArg Subtype.val h0))).1 h ⟨w, hw⟩
  exact ⟨c, congrArg Subtype.val hc⟩
```

`finrank ℂ S` is the complex dimension of $S$. If it is one and $v\in S$ is nonzero, every $w\in S$ has the form $w=cv$. The proof takes this from Mathlib.

```lean
/-- If an eigenstate of a real symmetric Hamiltonian is multiplied by a non-real number `z`
under translation by one site, its level is at least twofold degenerate. -/
theorem degenerate_of_nonreal_phase {H : Matrix (ZMod N) (ZMod N) ℝ} (hH : H.IsSymm)
    {E z : ℂ} {v : ZMod N → ℂ} (hv : v ∈ level H E) (hne : v ≠ 0)
    (hz : translate v = z • v) (hzr : conj z ≠ z) : 2 ≤ finrank ℂ (level H E) := by
  by_contra hlt
  have hpos : 0 < finrank ℂ (level H E) := Module.finrank_pos_iff_exists_ne_zero.2
    ⟨⟨v, hv⟩, fun h0 => hne (congrArg Subtype.val h0)⟩
  have hT : timeReverse v ∈ level H E := by
    have h := timeReverse_mem hv
    rwa [energy_real hH hv hne] at h
  -- without degeneracy the time-reversed state would be a multiple of `v`
  obtain ⟨c, hc⟩ := proportional (by omega) hv hne hT
  have hci : ∀ i, c * v i = conj (v i) := fun i => congrFun hc i
  have hzi : ∀ i, v (i + 1) = z * v i := fun i => congrFun hz i
  obtain ⟨i, hi⟩ := Function.ne_iff.1 hne
  have hi' : conj (v i) ≠ 0 := fun h0 => hi ((map_eq_zero (starRingEnd ℂ)).1 h0)
  apply hzr
  apply mul_right_cancel₀ hi'
  calc conj z * conj (v i) = conj (v (i + 1)) := by rw [hzi, map_mul]
    _ = c * (z * v i) := by rw [← hci, hzi]
    _ = z * (c * v i) := by ring
    _ = z * conj (v i) := by rw [hci]
```

Suppose that $v\ne0$ is an eigenstate with $\tau v=zv$ and $\overline z\neq z$. The claim is that its level has dimension at least two.

Assume otherwise. The level contains $v$, so its dimension is exactly one. By the two preceding results on time reversal and energy, $\Theta v$ lies in the same level, hence $\overline{v_i}=c\,v_i$ for some number $c$ and all $i$. Then
$$\overline z\,\overline{v_i}=\overline{v_{i+1}}=c\,v_{i+1}=c\,z\,v_i=z\,\overline{v_i}.$$
At a site where $v_i\neq0$ this gives $\overline z=z$, a contradiction. The `calc` block at the end of the proof is this chain of equalities.

In Bloch language, $\Theta$ turns $k$ into $-k$ at the same energy, and the two states are independent unless $e^{ik}$ is real. For a real, symmetric and translation-invariant $H$, the band energies at $k$ and $-k$ therefore agree, and it is enough to compute them for the allowed wave numbers with $0\le k\le\pi$.

## The two exceptional wave numbers

```lean
/-- Translation by one site preserves every level of a translation-invariant Hamiltonian. -/
theorem translate_mem {H : Matrix (ZMod N) (ZMod N) ℝ}
    (hT : ∀ i j, H (i + 1) (j + 1) = H i j) {E : ℂ} {v : ZMod N → ℂ}
    (hv : v ∈ level H E) : translate v ∈ level H E := by
  refine mem_level.2 fun i => ?_
  have h := mem_level.1 hv (i + 1)
  rw [← Equiv.sum_comp (Equiv.addRight (1 : ZMod N))] at h
  simpa only [Equiv.coe_addRight, hT, translate] using h
```

The hypothesis `hT` is the circulant property $H_{i+1,j+1}=H_{ij}$. Write the Schrödinger equation at site $i+1$ and rename the summation index from $j$ to $j+1$, which only reorders the sites of the ring:
$$E\,v_{i+1}=\sum_j H_{i+1,j+1}\,v_{j+1}=\sum_j H_{ij}\,v_{j+1}.$$
So $\tau v$ is in the level too. The renaming is done by `Equiv.sum_comp`.

```lean
/-- A nondegenerate level of a real symmetric circulant Hamiltonian is spanned by the constant
vector or, for an even number of sites, by the alternating vector. -/
theorem nondegenerate_level {H : Matrix (ZMod N) (ZMod N) ℝ} (hH : H.IsSymm)
    (hT : ∀ i j, H (i + 1) (j + 1) = H i j) {E : ℂ} (h1 : finrank ℂ (level H E) = 1) :
    level H E = Submodule.span ℂ {fun _ => 1} ∨
      (Even N ∧ level H E = Submodule.span ℂ {fun j => (-1) ^ j.val}) := by
  obtain ⟨⟨v, hv⟩, hne0⟩ := Module.finrank_pos_iff_exists_ne_zero.1
    (show 0 < finrank ℂ (level H E) by omega)
  have hne : v ≠ 0 := fun h0 => hne0 (Subtype.ext h0)
  obtain ⟨z, hz⟩ := proportional h1 hv hne (translate_mem hT hv)
  have hreal : conj z = z := by
    by_contra hzr
    have := degenerate_of_nonreal_phase hH hv hne hz.symm hzr
    omega
  -- the amplitudes follow from the one at the origin
  have hpow : ∀ n : ℕ, v (n : ZMod N) = z ^ n * v 0 := by
    intro n
    induction n with
    | zero => simp
    | succ n ih =>
      have hs : v ((n : ZMod N) + 1) = z * v n := (congrFun hz (n : ZMod N)).symm
      rw [Nat.cast_succ, hs, ih, pow_succ]
      ring
  have hvi : ∀ i : ZMod N, v i = z ^ i.val * v 0 := fun i => by
    have h := hpow i.val
    rwa [ZMod.natCast_zmod_val] at h
  have hv0 : v 0 ≠ 0 := fun h0 => hne (funext fun i => by
    rw [hvi i, h0, mul_zero, Pi.zero_apply])
  -- going once around the ring quantises the phase
  have hzN : z ^ N = 1 := by
    have h := hpow N
    rw [ZMod.natCast_self] at h
    exact mul_right_cancel₀ hv0 (by rw [one_mul]; exact h.symm)
  have hspan : ∀ u : ZMod N → ℂ, v = v 0 • u → level H E = Submodule.span ℂ {u} := by
    intro u hu
    apply le_antisymm
    · intro w hw
      obtain ⟨c, hc⟩ := proportional h1 hv hne hw
      exact Submodule.mem_span_singleton.2 ⟨c * v 0, by rw [mul_smul, ← hu, hc]⟩
    · rw [Submodule.span_singleton_le_iff_mem]
      have hmem := (level H E).smul_mem (v 0)⁻¹ hv
      have he : (v 0)⁻¹ • v = u := by
        funext i
        have hi : v i = v 0 * u i := congrFun hu i
        rw [Pi.smul_apply, smul_eq_mul, hi, inv_mul_cancel_left₀ hv0]
      rwa [he] at hmem
  obtain ⟨r, rfl⟩ := Complex.conj_eq_iff_real.1 hreal
  have hr : r ^ N = 1 := by exact_mod_cast hzN
  rcases (pow_eq_one_iff_of_ne_zero (NeZero.ne N)).1 hr with rfl | ⟨rfl, hev⟩
  · exact Or.inl (hspan _ (funext fun i => by rw [hvi i]; simp))
  · exact Or.inr ⟨hev, hspan _ (funext fun i => by rw [hvi i]; simp [mul_comm])⟩
```

The assumptions are that $H$ is real, symmetric and circulant, and that the level at $E$ has dimension one. The conclusion is that the level is the span of $(1,1,\dots,1)$, or that $N$ is even and it is the span of $(1,-1,1,\dots,-1)$. Divided by $\sqrt N$, these are the normalised states at $k=0$ and $k=\pi$. The notation `j.val` means the representative of $j$ among $0,\dots,N-1$.

The argument runs as follows.

1. Choose a nonzero $v$ in the level. Since $\tau v$ is in the level as well, $\tau v=zv$ for some $z$.
2. If $z$ were not real, the level would have dimension at least two. Hence $z$ is real (`hreal`).
3. Repeated translation gives $v_n=z^n v_0$ by induction (`hpow`). In particular $v_0\neq0$, since otherwise every amplitude would vanish.
4. After $N$ steps one is back at the origin, so $z^Nv_0=v_0$ and $z^N=1$ (`hzN`).
5. A real number with $z^N=1$ is $1$, or it is $-1$ and $N$ is even.
6. In either case $v=v_0u$, where $u_j=z^j$ is the constant or the alternating vector. Every state in the level is a multiple of $v$, hence of $u$, and $u=v_0^{-1}v$ is itself in the level. This is `hspan`.

The theorem does not say that the states at $k=0$ and $k=\pi$ are always nondegenerate. For $H=0$ with $N\ge2$, all states share one level.

Symmetry of $H$ is needed. Take $N=3$ and let $H$ be the one-way shift, $(Hv)_i=v_{i+1}$, which is real and circulant but not symmetric. This matrix is not Hermitian, so it serves as a mathematical counter-example and not as the Hamiltonian of an isolated particle. For $z=e^{2\pi i/3}$, the equation $v_{i+1}=z\,v_i$ fixes all amplitudes from $v_0$, so the level at $E=z$ is one-dimensional and is spanned by $(1,z,z^2)$, which is not constant. The step that fails is the reality of $E$: time reversal now sends this state to a different level, at $\overline z$.

## Both cases on a ring of four sites

```lean
/-- Nearest-neighbour hopping with unit amplitude on a ring of four sites. -/
def hopping : Matrix (ZMod 4) (ZMod 4) ℝ :=
  Matrix.of fun i j => (if j = i + 1 then 1 else 0) + (if j = i - 1 then 1 else 0)
```

Each site is coupled to its two neighbours with matrix element $+1$. The Bloch energies are therefore $2\cos k$, with the constant state at the top; a hopping element $-t$ with $t>0$ would put it at the bottom.

```lean
/-- For `s = 1` and `s = -1`, the level of the four-site ring at energy `2 s` is spanned by
the vector with amplitudes `s ^ j`. -/
theorem hopping_level {s : ℂ} (hs : s ^ 2 = 1) :
    level hopping (2 * s) = Submodule.span ℂ {fun j => s ^ j.val} := by
  have hsum : ∀ (v : ZMod 4 → ℂ) (i : ZMod 4),
      ∑ j, (hopping i j : ℂ) * v j = v (i + 1) + v (i - 1) := fun v i => by
    simp [hopping, add_mul, Finset.sum_add_distrib, apply_ite Complex.ofReal]
  have cases4 : ∀ i : ZMod 4, i = 0 ∨ i = 1 ∨ i = 2 ∨ i = 3 := by decide
  ext v
  rw [mem_level, Submodule.mem_span_singleton]
  simp only [hsum]
  constructor
  · intro h
    have h0 : v 1 + v 3 = 2 * s * v 0 := h 0
    have h1 : v 2 + v 0 = 2 * s * v 1 := h 1
    have h2 : v 3 + v 1 = 2 * s * v 2 := h 2
    have h3 : v 0 + v 2 = 2 * s * v 3 := h 3
    refine ⟨v 0, funext fun i => ?_⟩
    simp only [Pi.smul_apply, smul_eq_mul]
    rcases cases4 i with rfl | rfl | rfl | rfl
    · show v 0 * s ^ 0 = v 0
      ring
    · show v 0 * s ^ 1 = v 1
      linear_combination -h0 / 2 + s / 4 * (h1 - h3) + (v 1 - v 3) / 2 * hs
    · show v 0 * s ^ 2 = v 2
      linear_combination -(s / 2) * (h0 - h2) + v 2 * hs
    · show v 0 * s ^ 3 = v 3
      linear_combination -h0 / 2 - s / 4 * (h1 - h3) - (v 1 - v 3) / 2 * hs + v 0 * s * hs
  · rintro ⟨a, rfl⟩ i
    simp only [Pi.smul_apply, smul_eq_mul]
    rcases cases4 i with rfl | rfl | rfl | rfl
    · show a * s ^ 1 + a * s ^ 3 = 2 * s * (a * s ^ 0)
      linear_combination a * s * hs
    · show a * s ^ 2 + a * s ^ 0 = 2 * s * (a * s ^ 1)
      linear_combination -a * hs
    · show a * s ^ 3 + a * s ^ 1 = 2 * s * (a * s ^ 2)
      linear_combination -a * s * hs
    · show a * s ^ 0 + a * s ^ 2 = 2 * s * (a * s ^ 3)
      linear_combination -a * (2 * s ^ 2 + 1) * hs
```

The assumption $s^2=1$ means $s=\pm1$, so both levels are treated at once. The Schrödinger equation at energy $2s$ reads
$$v_1+v_3=2s\,v_0,\quad v_2+v_0=2s\,v_1,\quad v_3+v_1=2s\,v_2,\quad v_0+v_2=2s\,v_3 .$$
The first and third equations give $v_0=v_2$, and the second and fourth give $v_1=v_3$. The first then becomes $v_1=s\,v_0$, so $v_j=s^jv_0$ for all four sites. Conversely, inserting $v_j=a\,s^j$ satisfies all four equations because $s^2=1$.

In Lean, `hsum` reduces each row of the matrix to its two neighbour terms, and `cases4` lists the sites. Each `linear_combination` line states the multiples of the known equations that add up to the desired one.

```lean
/-- The four-site hopping Hamiltonian is symmetric and translation invariant, and its levels at
energies `2 s` with `s ^ 2 = 1` are nondegenerate. -/
theorem nondegenerate_level_witness :
    hopping.IsSymm ∧ (∀ i j, hopping (i + 1) (j + 1) = hopping i j) ∧
      ∀ s : ℂ, s ^ 2 = 1 → finrank ℂ (level hopping (2 * s)) = 1 := by
  refine ⟨Matrix.IsSymm.ext fun i j => ?_, fun i j => ?_, fun s hs => ?_⟩
  · have e1 : i = j + 1 ↔ j = i - 1 := by constructor <;> (rintro rfl; ring)
    have e2 : i = j - 1 ↔ j = i + 1 := by constructor <;> (rintro rfl; ring)
    simp only [hopping, Matrix.of_apply, e1, e2]
    exact add_comm _ _
  · have e : i + 1 - 1 = i - 1 + 1 := by ring
    simp only [hopping, Matrix.of_apply, e, add_left_inj]
  · rw [hopping_level hs]
    exact finrank_span_singleton (fun h => by simpa using congrFun h 0)

end

end BlochTimeReversal
```

This theorem confirms that the hopping matrix is symmetric and circulant, and that its levels at $E=2$ and $E=-2$ have dimension one, each being the span of a nonzero vector. The normalised states are $\tfrac12(1,1,1,1)$ and $\tfrac12(1,-1,1,-1)$, so both alternatives of the main theorem occur. The other two Bloch states, at $k=\pm\pi/2$, share the energy $0$.

```lean
#print axioms BlochTimeReversal.nondegenerate_level
-- 'BlochTimeReversal.nondegenerate_level' depends on axioms: [propext, Classical.choice, Quot.sound]
```
